# A batch of data gains no more information after other data have been added, in a linear Gaussian model

Suppose the next reference calculations for a fit are chosen by information gain. Each candidate batch gets a score, the best one is computed and added, and the scores are then out of date. They need not all be recomputed. If an old score can only have gone down, it is still an upper bound, and a candidate whose old score lies below the best fresh score can be passed over. This applies, for example, to fitting an interatomic potential or a cluster expansion to electronic-structure energies, provided that the model is linear in its parameters and the misfit is treated as Gaussian noise of known variance, independent from one measurement to the next.

In such a fit, a measured value is y = gᵀθ + ε, where θ is the vector of parameters, g the known sensitivity of the measured quantity to them, and ε noise of standard deviation σ. With v = g/σ, one measurement contributes v vᵀ to the information matrix, which is the inverse of the parameter covariance. Let A be the information matrix before a batch arrives and C that of the batch, so that A + C is the matrix afterwards. Let B be the information matrix of a starting point that is at least as well informed about every combination of the parameters, meaning that xᵀBx ≥ xᵀAx for every vector x. The central result is

  det(B + C)/det B ≤ det(A + C)/det A.

## Matrices indexed by the parameters

```lean
import Mathlib

open Matrix

namespace DiminishingInformationGain

noncomputable section

variable {n : Type*} [Fintype n] [DecidableEq n]
```

The letter `n` is not a number here. It is a finite set of labels, one for each fit parameter, and `Matrix n n ℝ` is the type of real square matrices with rows and columns so labelled.

Two conditions recur. `A.PosDef` says that A is symmetric and xᵀAx > 0 for every nonzero x: each combination of parameters is already constrained, by earlier data or by a Gaussian prior (a ridge penalty in the fit). `C.PosSemidef` says that C is symmetric and xᵀCx ≥ 0: a batch never removes information, though it may say nothing about some combinations.

The step from these matrices to a real fit is the linear Gaussian model itself, with noise independent between batches. It makes information matrices add, and it keeps C the same whatever was measured before. In a nonlinear fit the sensitivities change with the current parameters, and C changes with them.

## More information, smaller predicted variance

```lean
/-- If the information matrix `B` exceeds the positive definite `A` by a positive semidefinite
matrix, the variance predicted along any direction `x` is no larger with `B` than with `A`. -/
theorem variance_antitone {A B : Matrix n n ℝ} (hA : A.PosDef) (hAB : (B - A).PosSemidef)
    (x : n → ℝ) : x ⬝ᵥ B⁻¹ *ᵥ x ≤ x ⬝ᵥ A⁻¹ *ᵥ x := by
  have hB : B.PosDef := by
    have h := hA.add_posSemidef hAB
    rwa [add_sub_cancel] at h
  have hz : A *ᵥ (A⁻¹ *ᵥ x) = x := by
    rw [mulVec_mulVec, mul_nonsing_inv _ hA.det_pos.ne'.isUnit, one_mulVec]
  have hy : B *ᵥ (B⁻¹ *ᵥ x) = x := by
    rw [mulVec_mulVec, mul_nonsing_inv _ hB.det_pos.ne'.isUnit, one_mulVec]
  generalize A⁻¹ *ᵥ x = z at hz ⊢
  generalize B⁻¹ *ᵥ x = y at hy ⊢
  have hsym : Aᵀ = A :=
    (conjTranspose_eq_transpose_of_trivial A).symm.trans hA.isHermitian.eq
  have hzy : z ⬝ᵥ A *ᵥ y = x ⬝ᵥ y := by
    rw [dotProduct_mulVec, ← mulVec_transpose, hsym, hz]
  -- positivity of `A` on `z - y` and of `B - A` on `y`
  have h1 := hA.posSemidef.dotProduct_mulVec_nonneg (z - y)
  have h2 := hAB.dotProduct_mulVec_nonneg y
  rw [star_trivial, mulVec_sub, sub_dotProduct, dotProduct_sub, dotProduct_sub, hz, hzy] at h1
  rw [star_trivial, sub_mulVec, dotProduct_sub, hy] at h2
  have h3 := dotProduct_comm x y
  have h4 := dotProduct_comm x z
  linarith
```

A Lean theorem lists its hypotheses in brackets, then a colon, the claim, and after `:= by` the proof. Here `hA` and `hAB` name the hypotheses that A is positive definite and B − A positive semidefinite. The symbol `⬝ᵥ` is the dot product and `*ᵥ` applies a matrix to a vector, so the claim reads

  xᵀB⁻¹x ≤ xᵀA⁻¹x.

Each side is the variance of the predicted quantity xᵀθ.

By hand, first note that B = A + (B − A) is positive definite, so both inverses exist. Put z = A⁻¹x and y = B⁻¹x, so that Az = x and By = x; this y is a vector, not the measured value above. Since A is symmetric, zᵀAy = xᵀy. Positivity of A on z − y gives

  0 ≤ (z − y)ᵀA(z − y) = xᵀz − 2xᵀy + yᵀAy,

and positivity of B − A on y gives

  0 ≤ yᵀ(B − A)y = xᵀy − yᵀAy.

Adding the two lines leaves 0 ≤ xᵀz − xᵀy, which is the claim.

The Lean proof takes the same route. `generalize` replaces the two inverse expressions by the plain letters `z` and `y`, keeping only the equations `hz` and `hy`. The two positivity statements are `h1` and `h2`, and `linarith`, which combines linear inequalities, does the addition.

## One measurement: determinant ratio and variance

```lean
/-- For positive definite `A` and `B`, a single measurement with information matrix `v vᵀ`
multiplies the determinant of `B` by no more than that of `A` exactly when the variance predicted
along `v` is no larger with `B` than with `A`. -/
theorem single_measurement_iff {A B : Matrix n n ℝ} (hA : A.PosDef) (hB : B.PosDef)
    (v : n → ℝ) :
    (B + vecMulVec v v).det / B.det ≤ (A + vecMulVec v v).det / A.det ↔
      v ⬝ᵥ B⁻¹ *ᵥ v ≤ v ⬝ᵥ A⁻¹ *ᵥ v := by
  have key : ∀ M : Matrix n n ℝ, M.PosDef →
      (M + vecMulVec v v).det / M.det = 1 + v ⬝ᵥ M⁻¹ *ᵥ v := by
    intro M hM
    -- pull the factor `M` out of the updated matrix
    have h : M + vecMulVec v v = M * (1 + vecMulVec (M⁻¹ *ᵥ v) v) := by
      rw [mul_add, mul_one, mul_vecMulVec, mulVec_mulVec,
        mul_nonsing_inv _ hM.det_pos.ne'.isUnit, one_mulVec]
    rw [h, det_mul, mul_div_cancel_left₀ _ hM.det_pos.ne', vecMulVec_eq Unit,
      det_one_add_replicateCol_mul_replicateRow]
  rw [key A hA, key B hB, add_le_add_iff_left]
```

`vecMulVec v v` is the outer product v vᵀ. The symbol `↔` means "if and only if": for positive definite A and B, comparing the determinant ratios for one measurement is the same as comparing the variances predicted along v.

The reason is an identity for any positive definite M, called `key` in the proof. Factor out M:

  M + v vᵀ = M(1 + u vᵀ), with u = M⁻¹v.

The matrix u vᵀ has rank at most one, so at most one of its eigenvalues is nonzero, counted with multiplicity. Their sum is the trace vᵀu. Hence det(1 + u vᵀ) = 1 + vᵀu, and

  det(M + v vᵀ)/det M = 1 + vᵀM⁻¹v.

Use this for M = A and M = B, and cancel the 1 on both sides. In Lean, `h` is the factorisation, and the determinant of 1 + u vᵀ comes from the Mathlib lemma `det_one_add_replicateCol_mul_replicateRow`.

The identity also has a direct reading. A measurement multiplies the determinant by a large factor when the present fit predicts its outcome with a large variance, in units of the noise variance.

## A whole batch, one measurement at a time

```lean
/-- Diminishing information gain: if `A` is positive definite and `B - A` and `C` are positive
semidefinite, the batch `C` multiplies the determinant of `B` by no more than that of `A`. -/
theorem det_ratio_antitone {A B C : Matrix n n ℝ} (hA : A.PosDef)
    (hAB : (B - A).PosSemidef) (hC : C.PosSemidef) :
    (B + C).det / B.det ≤ (A + C).det / A.det := by
  have hB : B.PosDef := by
    have h := hA.add_posSemidef hAB
    rwa [add_sub_cancel] at h
  -- resolve the batch into single measurements
  obtain ⟨m, v, rfl⟩ := posSemidef_iff_eq_sum_vecMulVec.mp hC
  simp only [star_trivial]
  have main : ∀ s : Finset (Fin m),
      (B + ∑ i ∈ s, vecMulVec (v i) (v i)).det / B.det ≤
        (A + ∑ i ∈ s, vecMulVec (v i) (v i)).det / A.det := by
    intro s
    induction s using Finset.induction_on with
    | empty => simp [div_self hA.det_pos.ne', div_self hB.det_pos.ne']
    | insert a s ha ih =>
      have hS : (∑ i ∈ s, vecMulVec (v i) (v i)).PosSemidef := by
        refine posSemidef_sum s fun i _ => ?_
        have h := posSemidef_vecMulVec_self_star (v i)
        rwa [star_trivial] at h
      rw [Finset.sum_insert ha, add_comm (vecMulVec (v a) (v a)), ← add_assoc, ← add_assoc]
      generalize ∑ i ∈ s, vecMulVec (v i) (v i) = S at hS ih ⊢
      have hP := hA.add_posSemidef hS
      have hQ := hB.add_posSemidef hS
      have hPQ : ((B + S) - (A + S)).PosSemidef := by
        rwa [add_sub_add_right_eq_sub]
      have hstep := (single_measurement_iff hP hQ (v a)).mpr (variance_antitone hP hPQ (v a))
      have hpos : 0 ≤ (A + S + vecMulVec (v a) (v a)).det / (A + S).det := by
        have h := posSemidef_vecMulVec_self_star (v a)
        rw [star_trivial] at h
        exact (div_pos (hP.add_posSemidef h).det_pos hP.det_pos).le
      -- the ratios of successive measurements multiply
      have hmul := mul_le_mul hstep ih (div_pos hQ.det_pos hB.det_pos).le hpos
      rwa [div_mul_div_cancel₀ hQ.det_pos.ne', div_mul_div_cancel₀ hP.det_pos.ne'] at hmul
  exact main Finset.univ
```

This is the inequality from the opening, for A positive definite and B − A and C positive semidefinite.

By hand, diagonalise C with orthonormal eigenvectors and multiply each of them by the square root of its eigenvalue. This writes C as a sum of terms vᵢvᵢᵀ. These vectors act as single measurements, even if the actual batch consisted of others. For a set s of the indices, let S be the sum of vᵢvᵢᵀ over i in s. The claim for S is

  det(B + S)/det B ≤ det(A + S)/det A.

For the empty set it says 1 ≤ 1. Suppose it holds for s, and add a further index a. Put P = A + S and Q = B + S. Both are positive definite, and Q − P = B − A, so the order between the two information matrices has survived. The two previous theorems therefore give

  det(Q + vₐvₐᵀ)/det Q ≤ det(P + vₐvₐᵀ)/det P.

All ratios are positive, so this line can be multiplied by the claim for s. The factors det Q and det P cancel, and the claim for the enlarged set remains.

In the Lean proof, `obtain` resolves C into its vectors, and `Finset.induction_on` adds the indices one by one. The claim for s is `ih`, the inequality for the new measurement is `hstep`, and their product is `hmul`. The last line applies the result to the set of all indices.

## The converse: the inequality detects the order

```lean
/-- For positive definite `A` and `B`, every positive semidefinite batch multiplies the
determinant of `B` by no more than that of `A` if and only if `B - A` is positive
semidefinite. -/
theorem det_ratio_le_iff {A B : Matrix n n ℝ} (hA : A.PosDef) (hB : B.PosDef) :
    (∀ C : Matrix n n ℝ, C.PosSemidef → (B + C).det / B.det ≤ (A + C).det / A.det) ↔
      (B - A).PosSemidef := by
  refine ⟨fun h => ?_, fun h C hC => det_ratio_antitone hA h hC⟩
  -- single measurements already order the inverse matrices
  have hinv : (A⁻¹ - B⁻¹).PosSemidef := by
    refine PosSemidef.of_dotProduct_mulVec_nonneg
      (hA.inv.isHermitian.sub hB.inv.isHermitian) fun x => ?_
    have hx := posSemidef_vecMulVec_self_star x
    rw [star_trivial] at hx
    have h1 := (single_measurement_iff hA hB x).mp (h _ hx)
    rw [star_trivial, sub_mulVec, dotProduct_sub]
    linarith
  -- inverting once more orders the matrices themselves
  refine PosSemidef.of_dotProduct_mulVec_nonneg (hB.isHermitian.sub hA.isHermitian) fun x => ?_
  have h2 := variance_antitone hB.inv hinv x
  rw [nonsing_inv_nonsing_inv _ hA.det_pos.ne'.isUnit,
    nonsing_inv_nonsing_inv _ hB.det_pos.ne'.isUnit] at h2
  rw [star_trivial, sub_mulVec, dotProduct_sub]
  linarith
```

For positive definite A and B, the inequality holds for every positive semidefinite C exactly when B − A is positive semidefinite. One direction is the previous theorem.

For the other, choose C = x xᵀ. The single-measurement theorem turns the assumed inequality into xᵀB⁻¹x ≤ xᵀA⁻¹x. Since x is arbitrary, A⁻¹ − B⁻¹ is positive semidefinite; this is `hinv`. Now apply the variance theorem to the inverses, with B⁻¹ in the role of A and A⁻¹ in the role of B. Inverting twice returns the original matrices, so

  xᵀAx ≤ xᵀBx for every x.

A small example shows what goes wrong without the order. Take A = diag(1, 1) and B = diag(4, 1/2). B has both the larger determinant and the larger trace, but it knows less about the second parameter. For C = diag(0, 1), which measures that parameter, the ratio is 2 for A and (4 · 3/2)/2 = 3 for B. A larger determinant together with a larger trace is therefore not enough for the inequality.

## The gain in nats

```lean
/-- Information gain, in nats, of a batch with information matrix `C` in a linear Gaussian model
with current information matrix `A`, for positive definite `A` and positive semidefinite `C`. -/
def infoGain (A C : Matrix n n ℝ) : ℝ := Real.log ((A + C).det / A.det) / 2
```

`Real.log` is the natural logarithm, so the definition reads

  infoGain A C = ½ ln[det(A + C)/det A].

The physics behind it is the entropy of a Gaussian, which is a constant minus ½ ln det A when A is the inverse covariance. The gain is the drop in this entropy when the batch is added. It depends on what is measured and how precisely, but not on the values found, so it can be computed before the batch is. The Lean code takes the formula as the definition and contains no probability distributions.

## Successive batches add up

```lean
/-- Chain rule: for positive definite `A` and positive semidefinite `C` and `D`, the joint gain
is the gain of `D` plus the gain of `C` once `D` has been added. -/
theorem infoGain_chain {A C D : Matrix n n ℝ} (hA : A.PosDef) (hC : C.PosSemidef)
    (hD : D.PosSemidef) : infoGain A (D + C) = infoGain A D + infoGain (A + D) C := by
  have hAD := hA.add_posSemidef hD
  have hADC := hAD.add_posSemidef hC
  unfold infoGain
  rw [← add_assoc, Real.log_div hADC.det_pos.ne' hA.det_pos.ne',
    Real.log_div hAD.det_pos.ne' hA.det_pos.ne', Real.log_div hADC.det_pos.ne' hAD.det_pos.ne']
  ring
```

Let D be the information matrix of a second batch. The joint gain of D and C is the gain of D plus the gain of C with D already present. By hand, insert ln det(A + D) and subtract it again:

  ln det(A + D + C) − ln det A = [ln det(A + D) − ln det A] + [ln det(A + D + C) − ln det(A + D)].

Half of this is the claim. In Lean, `Real.log_div` splits each logarithm of a ratio into a difference, which is allowed because all three determinants are positive, and `ring` does the algebra.

## Old scores are upper bounds

```lean
/-- For positive definite `A` and positive semidefinite `C` and `D`, the batch `C` gains no more
information after the data `D` have been added than before. -/
theorem infoGain_after_le {A C D : Matrix n n ℝ} (hA : A.PosDef) (hC : C.PosSemidef)
    (hD : D.PosSemidef) : infoGain (A + D) C ≤ infoGain A C := by
  have hAD := hA.add_posSemidef hD
  have h := det_ratio_antitone (B := A + D) hA (by rwa [add_sub_cancel_left]) hC
  have hlog := Real.log_le_log (div_pos (hAD.add_posSemidef hC).det_pos hAD.det_pos) h
  unfold infoGain
  linarith
```

Set B = A + D in the determinant inequality. Then B − A = D, which is positive semidefinite, and

  det(A + D + C)/det(A + D) ≤ det(A + C)/det A.

The logarithm is increasing, so taking it and halving gives the claim. This is the statement that the screening of candidates relies on: the score of C computed at A bounds its score at A + D, as long as data have only been added in between.

## Two batches together

```lean
/-- For positive definite `A` and positive semidefinite `C` and `D`, two batches together gain
at most the sum of what each would gain alone. -/
theorem infoGain_subadditive {A C D : Matrix n n ℝ} (hA : A.PosDef) (hC : C.PosSemidef)
    (hD : D.PosSemidef) : infoGain A (D + C) ≤ infoGain A D + infoGain A C := by
  rw [infoGain_chain hA hC hD]
  linarith [infoGain_after_le hA hC hD]

end

end DiminishingInformationGain
```

The chain rule writes the joint gain as the gain of D plus the later gain of C, and the previous theorem bounds the later gain by the gain of C alone. The sum of two separately computed scores therefore never understates what the two batches achieve together.

For a numerical instance with two parameters, let A be the identity. Let D come from one measurement with v = (1, 1), and C from one with v = (1, 0). Then

  A + D = [[2, 1], [1, 2]], with determinant 3,
  A + C = [[2, 0], [0, 1]], with determinant 2,
  A + D + C = [[3, 1], [1, 2]], with determinant 5.

C multiplies the determinant by 2 if it comes first and by 5/3 if it comes after D. The variance predicted along (1, 0) is 1 before D and 2/3 after it, in agreement with the factors 1 + 1 and 1 + 2/3. In nats, the gain of C falls from ½ ln 2 ≈ 0.347 to ½ ln(5/3) ≈ 0.255. The gain of D alone is ½ ln 3 ≈ 0.549. The joint gain is ½ ln 5 ≈ 0.805, below the sum of the separate gains, ½ ln 6 ≈ 0.896.

```lean
#print axioms DiminishingInformationGain.det_ratio_le_iff
-- 'DiminishingInformationGain.det_ratio_le_iff' depends on axioms: [propext, Classical.choice, Quot.sound]
#print axioms DiminishingInformationGain.infoGain_after_le
-- 'DiminishingInformationGain.infoGain_after_le' depends on axioms: [propext, Classical.choice, Quot.sound]
#print axioms DiminishingInformationGain.infoGain_subadditive
-- 'DiminishingInformationGain.infoGain_subadditive' depends on axioms: [propext, Classical.choice, Quot.sound]
```
